# With M orbitals and n electrons of each spin, freezing c core orbitals divides the full-CI determinant count by at least (M/n)^(2c)

To compare the sizes of two configuration-interaction spaces, one first has to say what is being counted. Here a determinant is a pair of sets: the spatial orbitals occupied by spin-up electrons and those occupied by spin-down electrons. There are \(M\) spatial orbitals, labelled by the elements of `Fin M`, and \(n\) electrons of each spin. A core is a set \(C\) of \(c\) orbitals, and a determinant respects the frozen core when both of its sets contain \(C\). The reduction factor is the quotient of the two numbers of determinants, so the binomial formulas for these numbers have to be proved.

For \(c \le n \le M\), the results are

\[
\frac{\binom{M}{n}^2}{\binom{M-c}{n-c}^2}=\prod_{j=0}^{c-1}\left(\frac{M-j}{n-j}\right)^2\ \ge\ \left(\frac Mn\right)^{2c},
\]

together with an upper bound and the exact condition for equality. In a full-CI calculation that expands the wavefunction in all determinants of a finite orbital basis, with equally many electrons of each spin and no use of spatial or spin symmetry, this quotient says how much shorter the CI vector becomes when the core is frozen.

The model contains no Hamiltonian, so it says nothing about the energy error that freezing causes. It also does not select determinants by point-group symmetry or total spin.

```lean
import Mathlib

open Finset

namespace FrozenCoreCI
```

## Determinants as pairs of occupation strings

An occupation string of one spin is an \(n\)-element subset of the \(M\) orbitals. Using sets builds in the Pauli principle, since no orbital can be listed twice. It also ignores the order of the orbitals, which affects only the sign of a determinant.

```lean
/-- The occupation strings of one spin: all ways to place `n` electrons of equal spin
in `M` spatial orbitals. -/
def spinStrings (M n : ℕ) : Finset (Finset (Fin M)) := powersetCard n univ
```

The two spins are occupied independently, so the determinants form the Cartesian product of the set of strings with itself.

```lean
/-- The full-CI determinants with `n` electrons of each spin in `M` spatial orbitals,
each given by its spin-up and its spin-down occupation string. -/
def determinants (M n : ℕ) : Finset (Finset (Fin M) × Finset (Fin M)) :=
  spinStrings M n ×ˢ spinStrings M n
```

Freezing the core keeps the pairs \(D=(D_1,D_2)\) with \(C\subseteq D_1\) and \(C\subseteq D_2\). The core orbitals are then doubly occupied, and the remaining \(n-c\) electrons of each spin are distributed freely over the other orbitals.

```lean
/-- The determinants in which every core orbital in `C` is doubly occupied. -/
def frozenDeterminants {M : ℕ} (C : Finset (Fin M)) (n : ℕ) :
    Finset (Finset (Fin M) × Finset (Fin M)) :=
  (determinants M n).filter fun D => C ⊆ D.1 ∧ C ⊆ D.2
```

The reduction factor is the full count divided by the frozen count, taken as a real number.

```lean
/-- The number of full-CI determinants divided by the number of frozen-core determinants,
meant for at most `n` core orbitals and `n ≤ M`. -/
noncomputable def reductionFactor {M : ℕ} (C : Finset (Fin M)) (n : ℕ) : ℝ :=
  ((determinants M n).card : ℝ) / ((frozenDeterminants C n).card : ℝ)
```

## Counting both spaces

There are \(\binom Mn\) strings for each spin, hence \(\binom Mn^2\) pairs.

```lean
/-- The full-CI space has `binom(M,n)²` determinants. -/
theorem card_determinants (M n : ℕ) : (determinants M n).card = (M.choose n) ^ 2 := by
  rw [determinants, card_product, spinStrings, card_powersetCard, card_univ,
    Fintype.card_fin, sq]
```

For the frozen space, take a string \(s\) that contains \(C\) and remove the core from it. What remains, \(s\setminus C\), has \(n-c\) elements and lies among the \(M-c\) orbitals outside \(C\). Conversely, adding \(C\) to any such valence string \(t\) gives an \(n\)-element string that contains the core. The two operations undo each other, because

\[
(s\setminus C)\cup C=s \quad (C\subseteq s),\qquad (t\cup C)\setminus C=t \quad (t\cap C=\emptyset).
\]

The number of strings with a full core is therefore \(\binom{M-c}{n-c}\).

```lean
/-- With `c ≤ n` core orbitals, `binom(M-c,n-c)` occupation strings of one spin
fill the whole core. -/
theorem card_strings_with_core {M n : ℕ} (C : Finset (Fin M)) (hC : C.card ≤ n) :
    ((spinStrings M n).filter fun s => C ⊆ s).card
      = (M - C.card).choose (n - C.card) := by
  have h : (powersetCard (n - C.card) Cᶜ).card = (M - C.card).choose (n - C.card) := by
    rw [card_powersetCard, card_compl, Fintype.card_fin]
  rw [← h]
  -- removing the core is a bijection onto the valence strings
  refine Finset.card_bij' (fun s _ => s \ C) (fun t _ => t ∪ C) ?_ ?_ ?_ ?_
  · intro s hs
    simp only [spinStrings, mem_filter, mem_powersetCard] at hs
    refine mem_powersetCard.mpr ⟨fun x hx => mem_compl.mpr (mem_sdiff.mp hx).2, ?_⟩
    have h1 := card_sdiff_add_card_eq_card hs.2
    have h2 := hs.1.2
    show (s \ C).card = n - C.card
    omega
  · intro t ht
    have ht' := mem_powersetCard.mp ht
    have hd : Disjoint t C := disjoint_left.mpr fun x hx => mem_compl.mp (ht'.1 hx)
    have h1 := card_union_of_disjoint hd
    have h2 := ht'.2
    refine mem_filter.mpr ⟨mem_powersetCard.mpr ⟨subset_univ _, ?_⟩, subset_union_right⟩
    show (t ∪ C).card = n
    omega
  · intro s hs
    exact sdiff_union_of_subset (mem_filter.mp hs).2
  · intro t ht
    have ht' := mem_powersetCard.mp ht
    ext x
    simp only [mem_sdiff, mem_union]
    constructor
    · rintro ⟨h | h, h'⟩
      · exact h
      · exact absurd h h'
    · intro h
      exact ⟨Or.inl h, mem_compl.mp (ht'.1 h)⟩
```

The four goals left by `Finset.card_bij'` are the four parts of this argument: each map lands in the right set, and each composition is the identity.

The hypothesis `C.card ≤ n` guards against a mistake that is easily made in the formal statement. Subtraction of natural numbers in Lean stops at zero. For \(c>n\) the expression `(M - C.card).choose (n - C.card)` would therefore be \(\binom{M-c}{0}=1\), although no string of \(n\) electrons can fill a larger core and the true count is zero.

The conditions on the two spins are independent, so the frozen space is again a product, and its size is \(\binom{M-c}{n-c}^2\).

```lean
/-- Freezing `c ≤ n` doubly occupied core orbitals leaves `binom(M-c,n-c)²` determinants. -/
theorem card_frozenDeterminants {M n : ℕ} (C : Finset (Fin M)) (hC : C.card ≤ n) :
    (frozenDeterminants C n).card = ((M - C.card).choose (n - C.card)) ^ 2 := by
  have h : frozenDeterminants C n = ((spinStrings M n).filter fun s => C ⊆ s) ×ˢ
      ((spinStrings M n).filter fun s => C ⊆ s) := by
    ext D
    simp only [frozenDeterminants, determinants, mem_filter, mem_product]
    tauto
  rw [h, card_product, card_strings_with_core C hC, sq]
```

A full-CI calculation in which an effective core potential replaces the core has the same number of determinants if its valence basis consists of \(M-c\) orbitals: this is the full-CI count with \(M-c\) orbitals and \(n-c\) electrons of each spin.

## One factor for each frozen orbital

The product formula for one spin is

\[
\binom Mn=\left(\prod_{j=0}^{c-1}\frac{M-j}{n-j}\right)\binom{M-c}{n-c}.
\]

For \(c=0\) the product is empty and both sides agree. To pass from \(c\) to \(c+1\), where \(c+1\le n\), set \(m=M-c-1\) and \(k=n-c-1\). The absorption identity

\[
(m+1)\binom mk=(k+1)\binom{m+1}{k+1}
\]

then reads

\[
\binom{M-c}{n-c}=\frac{M-c}{n-c}\binom{M-c-1}{n-c-1}.
\]

Inserting this into the formula for \(c\) appends the factor with \(j=c\), which gives the formula for \(c+1\).

```lean
/-- For `c ≤ n ≤ M`, the number of strings of one spin is the number left after freezing
`c` orbitals times one factor `(M-j)/(n-j)` for each `j < c`. -/
theorem choose_eq_prod_mul {M n c : ℕ} (hc : c ≤ n) (hn : n ≤ M) :
    (M.choose n : ℝ) = (∏ j ∈ range c, ((M : ℝ) - j) / ((n : ℝ) - j)) *
      ((M - c).choose (n - c) : ℝ) := by
  induction c with
  | zero => simp
  | succ c ih =>
    -- the absorption identity freezes one more orbital
    have step : ((M - c).choose (n - c) : ℝ) = ((M : ℝ) - c) / ((n : ℝ) - c) *
        ((M - (c + 1)).choose (n - (c + 1)) : ℝ) := by
      obtain ⟨k, hk⟩ : ∃ k, n = k + c + 1 := ⟨n - (c + 1), by omega⟩
      obtain ⟨m, hm⟩ : ∃ m, M = m + c + 1 := ⟨M - (c + 1), by omega⟩
      have e1 : M - c = m + 1 := by omega
      have e2 : n - c = k + 1 := by omega
      have e3 : M - (c + 1) = m := by omega
      have e4 : n - (c + 1) = k := by omega
      have hM : (M : ℝ) - c = m + 1 := by rw [hm]; push_cast; ring
      have hN : (n : ℝ) - c = k + 1 := by rw [hk]; push_cast; ring
      have h : ((m : ℝ) + 1) * (m.choose k : ℝ)
          = ((m + 1).choose (k + 1) : ℝ) * ((k : ℝ) + 1) := by
        exact_mod_cast Nat.add_one_mul_choose_eq m k
      rw [e1, e2, e3, e4, hM, hN, div_mul_eq_mul_div, eq_div_iff (by positivity)]
      exact h.symm
    rw [ih (by omega), prod_range_succ, step, mul_assoc]
```

In the code, `step` is the last displayed identity, derived from `Nat.add_one_mul_choose_eq`. Writing \(M=m+c+1\) and \(n=k+c+1\) turns the truncated differences into ordinary sums before the passage to real numbers. The final line combines `step` with the induction hypothesis.

## Each further core orbital reduces the space by at least as large a factor

To compare the factors, let \(m\) and \(k\) now be real numbers in the roles of \(M\) and \(n\), with \(x\le y<k\le m\). Both denominators below are positive, and cross-multiplication reduces the claim

\[
\frac{m-x}{k-x}\le\frac{m-y}{k-y}
\]

to the sign of a single difference:

\[
(m-y)(k-x)-(m-x)(k-y)=(m-k)(y-x)\ge 0.
\]

As long as some electrons remain, removing an orbital together with an electron thus never lowers the ratio of orbitals to electrons.

```lean
/-- For `k ≤ m`, the ratio of orbitals to electrons `(m-x)/(k-x)` does not decrease when
the number `x < k` of removed orbitals and electrons grows. -/
theorem ratio_mono {m k x y : ℝ} (hxy : x ≤ y) (hy : y < k) (hk : k ≤ m) :
    (m - x) / (k - x) ≤ (m - y) / (k - y) := by
  rw [div_le_div_iff₀ (by linarith) (by linarith)]
  nlinarith [mul_nonneg (sub_nonneg.mpr hk) (sub_nonneg.mpr hxy)]
```

The product \((m-k)(y-x)\ge 0\) is the term handed to `nlinarith`.

## The reduction factor and its lower bound

Squaring the product formula and dividing by the frozen count gives

\[
\frac{\binom Mn^2}{\binom{M-c}{n-c}^2}=\prod_{j=0}^{c-1}\left(\frac{M-j}{n-j}\right)^2 .
\]

The division is legitimate because \(n-c\le M-c\) makes \(\binom{M-c}{n-c}\) positive. By the monotonicity just shown, with \(x=0\) and \(y=j\), every factor is at least \((M/n)^2\). There are \(c\) factors, so the product is at least \((M/n)^{2c}\).

As an example, take \(M=10\), \(n=5\) and \(c=2\). The full space has \(\binom{10}{5}^2=252^2=63504\) determinants and the frozen space has \(\binom83^2=56^2=3136\). Their quotient is \(20.25\), in agreement with

\[
\left(\tfrac{10}{5}\right)^2\left(\tfrac94\right)^2=4\cdot 5.0625=20.25,
\]

and the lower bound is \(2^4=16\).

```lean
/-- For `c ≤ n ≤ M`, freezing `c` doubly occupied core orbitals reduces the number of determinants
by the factor `∏_{j<c} ((M-j)/(n-j))²`, which is at least `(M/n)^(2c)`. -/
theorem frozen_core_reduction {M n : ℕ} (C : Finset (Fin M)) (hC : C.card ≤ n)
    (hn : n ≤ M) :
    reductionFactor C n = ∏ j ∈ range C.card, (((M : ℝ) - j) / ((n : ℝ) - j)) ^ 2 ∧
    ((M : ℝ) / n) ^ (2 * C.card) ≤ reductionFactor C n := by
  have heq : reductionFactor C n
      = ∏ j ∈ range C.card, (((M : ℝ) - j) / ((n : ℝ) - j)) ^ 2 := by
    have h0 : 0 < (M - C.card).choose (n - C.card) := Nat.choose_pos (by omega)
    have h1 : ((M - C.card).choose (n - C.card) : ℝ) ≠ 0 := by exact_mod_cast h0.ne'
    rw [reductionFactor, card_determinants, card_frozenDeterminants C hC, Nat.cast_pow,
      Nat.cast_pow, choose_eq_prod_mul hC hn, mul_pow, Finset.prod_pow _ 2 _,
      mul_div_assoc, div_self (pow_ne_zero 2 h1), mul_one]
  refine ⟨heq, ?_⟩
  -- every factor is at least the first one, (M/n)^2
  have hconst : ((M : ℝ) / n) ^ (2 * C.card)
      = ∏ _j ∈ range C.card, ((M : ℝ) / n) ^ 2 := by
    rw [prod_const, card_range, pow_mul]
  rw [heq, hconst]
  refine prod_le_prod (fun j _ => sq_nonneg _) fun j hj => ?_
  have hjn : (j : ℝ) < n := Nat.cast_lt.mpr (lt_of_lt_of_le (mem_range.mp hj) hC)
  have h := ratio_mono (Nat.cast_nonneg (α := ℝ) j) hjn (Nat.cast_le.mpr hn)
  simp only [sub_zero] at h
  exact pow_le_pow_left₀ (by positivity) h 2
```

The theorem states both claims at once, for any core `C` with `C.card ≤ n` and for `n ≤ M`. The case \(n=0\) is allowed and forces \(c=0\); the quotient \(M/n\) then occurs only to the power zero, so both sides of the bound are 1. In the proof, `heq` is the product formula, `hconst` writes the bound as a product of \(c\) equal factors, and `prod_le_prod` compares the two products factor by factor.

## An upper bound from the last factor

The same monotonicity, with \(x=j\) and \(y=c-1\), shows that no factor exceeds the last one. Hence

\[
\prod_{j=0}^{c-1}\left(\frac{M-j}{n-j}\right)^2\le\left(\frac{M-c+1}{n-c+1}\right)^{2c}.
\]

In the example this bound is \((9/4)^4\approx 25.63\), so the true factor \(20.25\) lies between \(16\) and \(25.63\).

```lean
/-- For `c ≤ n ≤ M`, the reduction factor is at most `((M-c+1)/(n-c+1))^(2c)`. -/
theorem reductionFactor_le {M n : ℕ} (C : Finset (Fin M)) (hC : C.card ≤ n) (hn : n ≤ M) :
    reductionFactor C n
      ≤ (((M : ℝ) - (C.card - 1)) / ((n : ℝ) - (C.card - 1))) ^ (2 * C.card) := by
  rw [(frozen_core_reduction C hC hn).1, pow_mul]
  have hCn : (C.card : ℝ) ≤ n := Nat.cast_le.mpr hC
  have hnM : (n : ℝ) ≤ M := Nat.cast_le.mpr hn
  -- every factor is at most the last one
  calc ∏ j ∈ range C.card, (((M : ℝ) - j) / ((n : ℝ) - j)) ^ 2
      ≤ ∏ _j ∈ range C.card,
          (((M : ℝ) - (C.card - 1)) / ((n : ℝ) - (C.card - 1))) ^ 2 := by
        refine prod_le_prod (fun j _ => sq_nonneg _) fun j hj => ?_
        have hj' : (j : ℝ) + 1 ≤ C.card := by exact_mod_cast mem_range.mp hj
        exact pow_le_pow_left₀ (div_nonneg (by linarith) (by linarith))
          (ratio_mono (by linarith) (by linarith) hnM) 2
    _ = _ := by rw [prod_const, card_range]
```

The expression `C.card - 1` is a difference of real numbers here. For an empty core it equals \(-1\), but the exponent is then zero and the bound reads \(1\le 1\).

## When the lower bound is exact

If \(c=0\), both sides are 1. If \(c=1\), the only factor is \((M/n)^2\). If \(n=M\), every orbital is doubly occupied, each space contains a single determinant, and every factor is 1. In all these cases the reduction factor equals \((M/n)^{2c}\).

Otherwise \(c\ge2\) and \(n<M\). The factor with \(j=1\) is then present, and

\[
(M-1)\,n-M\,(n-1)=M-n>0
\quad\Longrightarrow\quad
\frac{M-1}{n-1}>\frac Mn .
\]

One factor is strictly larger than \((M/n)^2\) and none is smaller. Since all of them are positive, the whole product is strictly larger than \((M/n)^{2c}\).

```lean
/-- For `c ≤ n ≤ M`, the reduction factor equals `(M/n)^(2c)` exactly when at most one
orbital is frozen or all orbitals are doubly occupied. -/
theorem reductionFactor_eq_iff {M n : ℕ} (C : Finset (Fin M)) (hC : C.card ≤ n)
    (hn : n ≤ M) :
    reductionFactor C n = ((M : ℝ) / n) ^ (2 * C.card) ↔ C.card ≤ 1 ∨ n = M := by
  have hconst : ((M : ℝ) / n) ^ (2 * C.card)
      = ∏ _j ∈ range C.card, ((M : ℝ) / n) ^ 2 := by
    rw [prod_const, card_range, pow_mul]
  rw [(frozen_core_reduction C hC hn).1, hconst]
  constructor
  · intro h
    by_contra hne
    obtain ⟨h1, h2⟩ := not_or.mp hne
    have hn1 : (1 : ℝ) < n := by exact_mod_cast (show 1 < n by omega)
    have hnM : (n : ℝ) < M := Nat.cast_lt.mpr (by omega)
    have hpos : 0 < (M : ℝ) / n := div_pos (by linarith) (by linarith)
    refine absurd h (ne_of_gt (prod_lt_prod (fun j _ => pow_pos hpos 2) (fun j hj => ?_)
      ⟨1, mem_range.mpr (by omega), ?_⟩))
    · have hjn : (j : ℝ) < n := Nat.cast_lt.mpr (lt_of_lt_of_le (mem_range.mp hj) hC)
      have hr := ratio_mono (Nat.cast_nonneg (α := ℝ) j) hjn hnM.le
      simp only [sub_zero] at hr
      exact pow_le_pow_left₀ hpos.le hr 2
    · -- the second frozen orbital already gives a strictly larger factor
      have hr : (M : ℝ) / n < ((M : ℝ) - (1 : ℕ)) / ((n : ℝ) - (1 : ℕ)) := by
        rw [Nat.cast_one, div_lt_div_iff₀ (by linarith) (by linarith)]
        linarith
      exact pow_lt_pow_left₀ hr hpos.le two_ne_zero
  · rintro (h | h)
    · have h' : C.card = 0 ∨ C.card = 1 := by omega
      rcases h' with h' | h' <;> rw [h'] <;> simp
    · have hR : (M : ℝ) = n := by rw [h]
      rw [hR]
      refine prod_congr rfl fun j hj => ?_
      have hjn : (j : ℝ) < n := Nat.cast_lt.mpr (lt_of_lt_of_le (mem_range.mp hj) hC)
      have hj0 : (0 : ℝ) ≤ j := Nat.cast_nonneg j
      rw [div_self (sub_pos.mpr hjn).ne', div_self (lt_of_le_of_lt hj0 hjn).ne']

end FrozenCoreCI
```

The forward direction assumes equality and supposes that both alternatives fail. `prod_lt_prod` then needs the weak inequality for every factor and a strict one for at least one of them; the code supplies the index `1` for the latter. The reverse direction treats \(c=0\), \(c=1\) and \(n=M\) by direct evaluation.

```lean
#print axioms FrozenCoreCI.frozen_core_reduction
#print axioms FrozenCoreCI.reductionFactor_le
#print axioms FrozenCoreCI.reductionFactor_eq_iff
```

```
'FrozenCoreCI.frozen_core_reduction' depends on axioms: [propext, Classical.choice, Quot.sound]
'FrozenCoreCI.reductionFactor_le' depends on axioms: [propext, Classical.choice, Quot.sound]
'FrozenCoreCI.reductionFactor_eq_iff' depends on axioms: [propext, Classical.choice, Quot.sound]
```
